# Removing one or two electrons from frozen Hartree-Fock orbitals

After a Hartree-Fock calculation, a first estimate of an ionization energy can be read from the list of orbital energies: take the energy of the orbital that loses its electron and change the sign. If two electrons leave, adding the two estimates is not enough, and a term for the interaction of the pair has to be included. Both rules are exact for the Hartree-Fock energy expression when the orbitals stay frozen, the integrals are symmetric and each electron's self-interaction cancels.

## The claim for one electron and for a pair

Label the spin orbitals by i, j, and so on. Let h_i be the one-electron energy of orbital i (kinetic energy plus the attraction of the nuclei), J_ij the Coulomb integral and K_ij the exchange integral. Only the difference of the two integrals enters the energy, so write

w_ij = J_ij − K_ij.

For a finite set S of occupied orbitals, the Hartree-Fock energy is

E(S) = Σ_(i∈S) h_i + ½ Σ_(i∈S) Σ_(j∈S) w_ij,

and the energy of orbital k in the mean field of S is

e_k = h_k + Σ_(j∈S) w_kj.

Throughout, e_k refers to the original set S, before any electron has left. Two properties of the integrals are assumed. They are symmetric, J_ij = J_ji and K_ij = K_ji, because the interaction between two electrons does not depend on which is named first. They also satisfy J_ii = K_ii, which says that an electron does not repel itself: the spurious Coulomb term is cancelled by exchange.

Write S \ R for S with the orbitals of R taken out. The claim is that, for k in S,

E(S \ {k}) − E(S) = −e_k,

and that, for distinct k and l in S,

E(S \ {k, l}) − E(S) = −e_k − e_l + J_kl − K_kl.

Koopmans-compliant functionals are designed so that orbital energies agree, up to sign, with removal energies; in the frozen-orbital Hartree-Fock model the first equation gives this agreement, and the second gives the correction for a pair.

## Derivation by splitting the occupied set

Take two disjoint sets A and B. The double sum over A ∪ B falls into four blocks: A with A, B with B, A with B, and B with A. The last two are equal by symmetry, and the factor ½ turns them into a single sum:

E(A ∪ B) = E(A) + E(B) + Σ_(i∈A) Σ_(j∈B) w_ij.

Now let R be any group of orbitals in S, and apply this with A = R and B = S \ R. Solving for the energy change gives

E(S \ R) − E(S) = −Σ_(k∈R) h_k − ½ Σ_(k∈R) Σ_(l∈R) w_kl − Σ_(k∈R) Σ_(j∈S\R) w_kj.

The orbital energies of the group add up to

Σ_(k∈R) e_k = Σ_(k∈R) h_k + Σ_(k∈R) Σ_(j∈S\R) w_kj + Σ_(k∈R) Σ_(l∈R) w_kl.

This sum contains the interaction within R with weight 1, while the energy contains it with weight ½. Therefore

E(S \ R) − E(S) = −Σ_(k∈R) e_k + ½ Σ_(k∈R) Σ_(l∈R) w_kl.

For R = {k} the last term is ½ w_kk = 0, which leaves −e_k. For R = {k, l} with k ≠ l it is

½ (w_kk + w_kl + w_lk + w_ll) = w_kl = J_kl − K_kl.

Subtracting the one-electron result from the two-electron result gives the cost of removing l after k:

E(S \ {k, l}) − E(S \ {k}) = −e_l + J_kl − K_kl.

An excitation works in the same way. Move the electron from k to an orbital a that is not in S. A single electron in a has energy h_a, since w_aa = 0, so the union formula gives

E({a} ∪ (S \ {k})) = h_a + E(S \ {k}) + Σ_(j∈S\{k}) w_aj.

The last sum is the sum over all of S minus w_ak. Together with h_a it makes e_a − w_ak, and E(S \ {k}) equals E(S) − e_k. Hence

E({a} ∪ (S \ {k})) − E(S) = e_a − e_k − (J_ak − K_ak).

## Orbital labels, energies and mean fields in Lean

The spin orbitals are the elements of a type `ι`. It may be infinite; only the occupied set has to be finite.

```lean
import Mathlib

open Finset

namespace KoopmansPairRemoval

noncomputable section

variable {ι : Type*}
```

The energy is a function of the occupied set, of type `Finset ι`. The functions `h`, `J` and `K` do not depend on that set, and this is how the frozen-orbital approximation is expressed: the remaining electrons keep their orbitals when one leaves.

```lean
/-- Hartree-Fock energy of the occupied set `S` of frozen spin orbitals, with one-electron
energies `h`, Coulomb integrals `J` and exchange integrals `K`. -/
def hfEnergy (h : ι → ℝ) (J K : ι → ι → ℝ) (S : Finset ι) : ℝ :=
  ∑ i ∈ S, h i + (1 / 2) * ∑ i ∈ S, ∑ j ∈ S, (J i j - K i j)
```

The Hartree-Fock expression is taken as a definition and not derived from a Slater determinant. Nor does `S` have to minimize anything.

```lean
/-- Energy of the orbital `k` in the mean field of the occupied set `S`. -/
def orbitalEnergy (h : ι → ℝ) (J K : ι → ι → ℝ) (S : Finset ι) (k : ι) : ℝ :=
  h k + ∑ j ∈ S, (J k j - K k j)
```

The label `k` in `orbitalEnergy` may be occupied or empty. For an occupied orbital the sum includes j = k, a term that vanishes once J_kk = K_kk is assumed.

## The interaction between two groups

The hypotheses `hJ` and `hK` state the symmetry of the integrals, and `hAB` states that the groups share no orbital.

```lean
/-- The energy of two disjoint groups of electrons is the sum of their separate energies
plus the Coulomb minus exchange interaction between the groups. -/
theorem hfEnergy_union [DecidableEq ι] (h : ι → ℝ) (J K : ι → ι → ℝ)
    (hJ : ∀ i j, J i j = J j i) (hK : ∀ i j, K i j = K j i)
    {A B : Finset ι} (hAB : Disjoint A B) :
    hfEnergy h J K (A ∪ B) = hfEnergy h J K A + hfEnergy h J K B
      + ∑ i ∈ A, ∑ j ∈ B, (J i j - K i j) := by
  -- the two cross terms agree by symmetry
  have swap : ∑ i ∈ B, ∑ j ∈ A, (J i j - K i j) = ∑ i ∈ A, ∑ j ∈ B, (J i j - K i j) := by
    rw [Finset.sum_comm]
    refine Finset.sum_congr rfl fun i _ => Finset.sum_congr rfl fun j _ => ?_
    rw [hJ j i, hK j i]
  simp only [hfEnergy, Finset.sum_union hAB, Finset.sum_add_distrib]
  linear_combination (1 / 2) * swap
```

The step `swap` proves that the two cross blocks are equal, by exchanging the order of summation and using symmetry. The `simp only` line then splits every sum over the union into its blocks. The two sides of the goal then differ by half the difference of the two cross blocks, which is zero by `swap`, and `linear_combination` carries out this last step.

## Removing a group of any size

Self-interaction need not cancel for the next formula, which is why the condition on the diagonal is absent from it.

```lean
/-- Removing a group `R` of electrons changes the energy by minus the sum of their orbital
energies plus half the double sum of Coulomb minus exchange integrals over `R`. -/
theorem group_removal [DecidableEq ι] (h : ι → ℝ) (J K : ι → ι → ℝ)
    (hJ : ∀ i j, J i j = J j i) (hK : ∀ i j, K i j = K j i)
    {R S : Finset ι} (hR : R ⊆ S) :
    hfEnergy h J K (S \ R) - hfEnergy h J K S =
      -∑ k ∈ R, orbitalEnergy h J K S k
        + (1 / 2) * ∑ k ∈ R, ∑ l ∈ R, (J k l - K k l) := by
  have key := hfEnergy_union h J K hJ hK (Finset.disjoint_sdiff : Disjoint R (S \ R))
  rw [Finset.union_sdiff_of_subset hR] at key
  -- the mean field of `S` splits into those of `S \ R` and `R`
  have split : ∀ k, ∑ j ∈ S, (J k j - K k j) =
      ∑ j ∈ S \ R, (J k j - K k j) + ∑ j ∈ R, (J k j - K k j) :=
    fun k => (Finset.sum_sdiff hR).symm
  have orb : ∑ k ∈ R, orbitalEnergy h J K S k = ∑ k ∈ R, h k
      + (∑ k ∈ R, ∑ j ∈ S \ R, (J k j - K k j) + ∑ k ∈ R, ∑ j ∈ R, (J k j - K k j)) := by
    simp only [orbitalEnergy, split, Finset.sum_add_distrib]
  have eR : hfEnergy h J K R =
      ∑ i ∈ R, h i + (1 / 2) * ∑ i ∈ R, ∑ j ∈ R, (J i j - K i j) := rfl
  linarith
```

Here `key` is the union formula for R and S \ R. The step `split` divides the mean field of S into the contributions of these two parts, `orb` sums the orbital energies over R, and `eR` writes out the energy of the group. These are the equations of the derivation above, and `linarith` combines them.

## One electron and two electrons

The hypothesis `hself` now adds J_ii = K_ii. The theorem is a conjunction: the first part concerns k alone, and the second holds for every other occupied l.

```lean
/-- Removing an occupied `k` changes the energy by `-e_k`, with `e_k` its orbital energy in `S`, and
removing distinct `k` and `l` changes it by `-e_k - e_l + J_kl - K_kl`. -/
theorem koopmans_one_and_two [DecidableEq ι] (h : ι → ℝ) (J K : ι → ι → ℝ)
    (hJ : ∀ i j, J i j = J j i) (hK : ∀ i j, K i j = K j i) (hself : ∀ i, J i i = K i i)
    {S : Finset ι} {k : ι} (hk : k ∈ S) :
    hfEnergy h J K (S \ {k}) - hfEnergy h J K S = -orbitalEnergy h J K S k ∧
    ∀ l ∈ S, k ≠ l →
      hfEnergy h J K (S \ {k, l}) - hfEnergy h J K S =
        -orbitalEnergy h J K S k - orbitalEnergy h J K S l + J k l - K k l := by
  constructor
  · rw [group_removal h J K hJ hK (Finset.singleton_subset_iff.2 hk)]
    simp [hself]
  · intro l hl hkl
    have hsub : ({k, l} : Finset ι) ⊆ S := by
      simp [Finset.insert_subset_iff, hk, hl]
    rw [group_removal h J K hJ hK hsub]
    -- the diagonal terms cancel and the pair is counted twice
    simp only [Finset.sum_pair hkl, hself, hJ l k, hK l k]
    ring
```

In the first part, the double sum over `{k}` has a single diagonal term, which `hself` removes. In the second, `Finset.sum_pair hkl` expands the sums over two distinct labels; the diagonal terms cancel, and symmetry makes the two off-diagonal terms equal. The formulas hold down to the smallest sets. If k is the only occupied orbital, the removal leaves energy zero, and the change is −h_k.

The first part is the energy balance behind Koopmans' theorem, which is stated for eigenvalues of the Fock operator. Here e_k is defined by the mean-field sum; it is such an eigenvalue when the orbitals are canonical, and need not be one otherwise. Relaxation of the orbitals and electron correlation, which both shift real ionization energies, are absent from the model.

## The second ionization and the particle-hole energy

The successive removal is the difference of the two parts just proved.

```lean
/-- After `k` has been removed, removing `l` changes the energy by `-e_l + J_kl - K_kl`,
where `e_l` is the orbital energy before either removal. -/
theorem second_removal [DecidableEq ι] (h : ι → ℝ) (J K : ι → ι → ℝ)
    (hJ : ∀ i j, J i j = J j i) (hK : ∀ i j, K i j = K j i) (hself : ∀ i, J i i = K i i)
    {S : Finset ι} {k l : ι} (hk : k ∈ S) (hl : l ∈ S) (hkl : k ≠ l) :
    hfEnergy h J K (S \ {k, l}) - hfEnergy h J K (S \ {k}) =
      -orbitalEnergy h J K S l + J k l - K k l := by
  obtain ⟨one, two⟩ := koopmans_one_and_two h J K hJ hK hself hk
  have pair := two l hl hkl
  linarith
```

If J_kl is larger than K_kl, the second electron costs more than −e_l, because the repulsion from the first electron, which had raised e_l, is gone.

For the excitation, `ha` says that a is empty. Since k is occupied, a and k are automatically different.

```lean
/-- Moving an electron from the occupied orbital `k` to the empty orbital `a` changes the
energy by `e_a - e_k - (J_ak - K_ak)`. -/
theorem particle_hole_excitation [DecidableEq ι] (h : ι → ℝ) (J K : ι → ι → ℝ)
    (hJ : ∀ i j, J i j = J j i) (hK : ∀ i j, K i j = K j i) (hself : ∀ i, J i i = K i i)
    {S : Finset ι} {k a : ι} (hk : k ∈ S) (ha : a ∉ S) :
    hfEnergy h J K ({a} ∪ S \ {k}) - hfEnergy h J K S =
      orbitalEnergy h J K S a - orbitalEnergy h J K S k - (J a k - K a k) := by
  have hd : Disjoint ({a} : Finset ι) (S \ {k}) := by
    rw [Finset.disjoint_singleton_left]
    exact fun h' => ha (Finset.mem_sdiff.1 h').1
  have add := hfEnergy_union h J K hJ hK hd
  have remove := (koopmans_one_and_two h J K hJ hK hself hk).1
  have ea : hfEnergy h J K {a} = h a := by simp [hfEnergy, hself]
  -- the mean field of `S` felt by `a` splits into the parts from `S \ {k}` and from `k`
  have field := Finset.sum_sdiff (f := fun j => J a j - K a j)
    (Finset.singleton_subset_iff.2 hk)
  rw [Finset.sum_singleton] at add field
  have orb : orbitalEnergy h J K S a = h a + ∑ j ∈ S, (J a j - K a j) := rfl
  linarith
```

The proof follows the derivation: `add` puts an electron into a, `remove` takes one out of k, and `ea` gives the energy of a single electron in a. The equation `field` separates the contribution of k from the mean field felt by a. The result is the energy difference between two occupation patterns with the same frozen orbitals, without any mixing of different excitations.

## Integrals from orbitals on a finite lattice

So far J and K have been arbitrary functions with the required properties. Real orbitals φ_i on a finite set X of points, with an interaction v(x, y), supply concrete examples. The Coulomb integral is

J_ij = Σ_x Σ_y φ_i(x)² v(x, y) φ_j(y)².

```lean
variable {X : Type*} [Fintype X]

/-- Coulomb integral of real orbitals `φ` on a finite lattice with interaction `v`. -/
def latticeJ (v : X → X → ℝ) (φ : ι → X → ℝ) (i j : ι) : ℝ :=
  ∑ x, ∑ y, φ i x ^ 2 * v x y * φ j y ^ 2
```

The exchange integral is

K_ij = Σ_x Σ_y φ_i(x) φ_j(x) v(x, y) φ_i(y) φ_j(y).

```lean
/-- Exchange integral of real orbitals `φ` on a finite lattice with interaction `v`. -/
def latticeK (v : X → X → ℝ) (φ : ι → X → ℝ) (i j : ι) : ℝ :=
  ∑ x, ∑ y, φ i x * φ j x * v x y * (φ i y * φ j y)
```

To describe electrons of both spins, a point of X can be read as a position together with a spin, with v depending on the positions only. If X contains positions alone, the formulas describe electrons of equal spin.

The simplest orbitals are localized on one point each, so that the points themselves serve as labels.

```lean
/-- The orbital localized on the lattice site `i`. -/
def siteOrbital [DecidableEq X] (i x : X) : ℝ := if x = i then 1 else 0
```

Suppose v(x, y) = v(y, x). Exchanging the names x and y in J_ij then gives J_ji. Exchanging i and j in K_ij only reorders factors. For i = j, both summands become φ_i(x)² v(x, y) φ_i(y)², so J_ii = K_ii. These are the three parts of the next theorem, proved in the same order.

```lean
/-- For a symmetric lattice interaction, the Coulomb and exchange integrals of any real
orbitals are symmetric and have equal diagonals. -/
theorem lattice_integrals_witness (v : X → X → ℝ) (hv : ∀ x y, v x y = v y x)
    (φ : ι → X → ℝ) :
    (∀ i j, latticeJ v φ i j = latticeJ v φ j i) ∧
    (∀ i j, latticeK v φ i j = latticeK v φ j i) ∧
    (∀ i, latticeJ v φ i i = latticeK v φ i i) := by
  refine ⟨fun i j => ?_, fun i j => ?_, fun i => ?_⟩
  · unfold latticeJ
    rw [Finset.sum_comm]
    refine Finset.sum_congr rfl fun x _ => Finset.sum_congr rfl fun y _ => ?_
    rw [hv y x]
    ring
  · unfold latticeK
    refine Finset.sum_congr rfl fun x _ => Finset.sum_congr rfl fun y _ => ?_
    ring
  · unfold latticeJ latticeK
    refine Finset.sum_congr rfl fun x _ => Finset.sum_congr rfl fun y _ => ?_
    ring
```

All the hypotheses on J and K in the removal formulas are therefore met by any real lattice orbitals with a symmetric interaction. The orbitals need not be orthogonal or normalized for these identities, although reading E(S) as the energy of a Slater determinant does require orthonormal orbitals.

For orbitals localized on distinct points i and j, only x = i and y = j contribute to the Coulomb sum, so J_ij = v(i, j). Every exchange term contains φ_i(x) φ_j(x), which is zero at each x, so K_ij = 0.

```lean
/-- For orbitals localized on two distinct sites, the Coulomb integral is the interaction
between the sites and the exchange integral vanishes. -/
theorem site_orbitals_witness [DecidableEq X] (v : X → X → ℝ) {i j : X} (hij : i ≠ j) :
    latticeJ v siteOrbital i j = v i j ∧ latticeK v siteOrbital i j = 0 := by
  constructor
  · unfold latticeJ
    rw [Fintype.sum_eq_single i, Fintype.sum_eq_single j]
    · simp [siteOrbital]
    all_goals
      intro x hx
      simp [siteOrbital, hx]
  · unfold latticeK
    refine Finset.sum_eq_zero fun x _ => Finset.sum_eq_zero fun y _ => ?_
    -- no site carries both orbitals
    by_cases hx : x = i
    · simp [siteOrbital, hx, hij]
    · simp [siteOrbital, hx]

end

end KoopmansPairRemoval
```

The two calls of `Fintype.sum_eq_single` pick out the one surviving Coulomb term, and the case distinction on x = i shows that each exchange term vanishes. With a symmetric v, the pair term for removing electrons from two such orbitals is thus v(i, j), which is nonzero whenever the two points interact.

```lean
#print axioms KoopmansPairRemoval.koopmans_one_and_two
#print axioms KoopmansPairRemoval.second_removal
#print axioms KoopmansPairRemoval.particle_hole_excitation
```

```
'KoopmansPairRemoval.koopmans_one_and_two' depends on axioms: [propext, Classical.choice, Quot.sound]
'KoopmansPairRemoval.second_removal' depends on axioms: [propext, Classical.choice, Quot.sound]
'KoopmansPairRemoval.particle_hole_excitation' depends on axioms: [propext, Classical.choice, Quot.sound]
```
